# The minimum gap of a Hermitian two-level family A + tB, for B with distinct eigenvalues

The Landau–Zener formula for a linearly swept two-level Hamiltonian can be written in terms of the smallest gap over all real parameter values and the rate at which the energy difference of the two uncoupled (diabatic) levels changes in time. Let the Hamiltonian be $A+tB$, where $A$ and $B$ are fixed Hermitian $2\times2$ matrices, $t$ is a real control parameter, and the two eigenvalues of $B$ differ by $G>0$. The smallest gap over all real $t$ is then

$$g_{\min}=\frac{\sqrt2\,\|AB-BA\|_F}{G},$$

where $\|\cdot\|_F$ is the Frobenius norm. For a two-level model that is linear in one parameter, a commutator and the gap of $B$ therefore replace a numerical scan over $t$. The result concerns the spectrum only, not the transition probability.

## The gap, the norm and the family of Hamiltonians

```lean
import Mathlib

open Matrix

namespace TwoLevelCrossing

noncomputable section
```

The first line loads the library Mathlib. In what follows, a `def` introduces an object, and a `theorem` states a claim, with its proof after `:=`.

```lean
/-- The level gap of a Hermitian two-level Hamiltonian: the distance between its two
eigenvalues. -/
def levelGap {M : Matrix (Fin 2) (Fin 2) ℂ} (hM : M.IsHermitian) : ℝ :=
  |hM.eigenvalues 0 - hM.eigenvalues 1|
```

The type `Matrix (Fin 2) (Fin 2) ℂ` contains the complex $2\times2$ matrices, with indices 0 and 1. The argument `hM` is a proof that $M$ is Hermitian. From it Mathlib's spectral theorem supplies two real eigenvalues $\lambda_0,\lambda_1$, and the gap is $|\lambda_0-\lambda_1|$. The absolute value makes their order irrelevant.

```lean
/-- The Frobenius norm: the root of the sum of the squared moduli of all entries. -/
def frobeniusNorm (M : Matrix (Fin 2) (Fin 2) ℂ) : ℝ :=
  √(∑ i, ∑ j, ‖M i j‖ ^ 2)
```

This is $\|M\|_F=\sqrt{\sum_{i,j}|M_{ij}|^2}$.

```lean
/-- The Hamiltonian `A + t B` with a real control parameter `t`. -/
def pencil (A B : Matrix (Fin 2) (Fin 2) ℂ) (t : ℝ) : Matrix (Fin 2) (Fin 2) ℂ :=
  A + (t : ℂ) • B
```

`pencil A B t` is $A+tB$. The notation `(t : ℂ)` regards the real number $t$ as a complex one, and `•` multiplies a matrix by a scalar. The parameter may stand for a field strength or a detuning, provided that it enters linearly.

```lean
/-- The overlap `2 Re tr(AB) - Re tr A · Re tr B` of two Hamiltonians. -/
def overlap (A B : Matrix (Fin 2) (Fin 2) ℂ) : ℝ :=
  2 * (A * B).trace.re - A.trace.re * B.trace.re
```

Write $s=2\,\mathrm{Re}\,\mathrm{tr}(AB)-\mathrm{Re}\,\mathrm{tr}A\;\mathrm{Re}\,\mathrm{tr}B$ for this number. For Hermitian matrices all three traces are real, so taking real parts only turns a complex number into a real one. Adding a multiple of the identity to $A$ or $B$ leaves $s$ unchanged, as it should, since a common energy shift does not affect gaps.

```lean
/-- The parameter value `-overlap A B / G ^ 2`, where `G` is the level gap of `B`. -/
def closestApproach (A : Matrix (Fin 2) (Fin 2) ℂ) {B : Matrix (Fin 2) (Fin 2) ℂ}
    (hB : B.IsHermitian) : ℝ :=
  -overlap A B / levelGap hB ^ 2
```

This is $t_0=-s/G^2$, which will turn out to be the position of the minimum.

## The gap in terms of matrix entries

```lean
variable {A B M : Matrix (Fin 2) (Fin 2) ℂ}

/-- For Hermitian `A` and `B` and real `t`, the Hamiltonian `A + t B` is Hermitian. -/
theorem pencil_isHermitian (hA : A.IsHermitian) (hB : B.IsHermitian) (t : ℝ) :
    (pencil A B t).IsHermitian := by
  unfold pencil Matrix.IsHermitian
  rw [conjTranspose_add, conjTranspose_smul, hA.eq, hB.eq, Complex.star_def,
    Complex.conj_ofReal]
```

Since $t$ is real, $(A+tB)^\dagger=A^\dagger+t^*B^\dagger=A+tB$. The `rw` line performs these replacements in turn. The theorem is also an ingredient of later statements: `levelGap (pencil_isHermitian hA hB t)` is the gap of $A+tB$, which we write $g(t)$.

```lean
/-- A Hermitian two-level Hamiltonian has real diagonal entries and complex conjugate
couplings. -/
theorem hermitian_entries (hM : M.IsHermitian) :
    (M 0 0).im = 0 ∧ (M 1 1).im = 0 ∧
      (M 1 0).re = (M 0 1).re ∧ (M 1 0).im = -(M 0 1).im := by
  have h0 := congrArg Complex.im (hM.apply 0 0)
  have h1 := congrArg Complex.im (hM.apply 1 1)
  have hr := congrArg Complex.re (hM.apply 1 0)
  have hi := congrArg Complex.im (hM.apply 1 0)
  simp only [Complex.star_def, Complex.conj_re, Complex.conj_im] at h0 h1 hr hi
  exact ⟨by linarith, by linarith, by linarith, by linarith⟩
```

The condition $M_{ij}=M_{ji}^*$ says that the diagonal entries are real and that $M_{10}=M_{01}^*$. The proof takes real and imaginary parts of that condition. For a diagonal entry, for example, $\mathrm{Im}\,M_{00}=-\mathrm{Im}\,M_{00}$, so the imaginary part vanishes. The tactic `linarith` settles such linear arithmetic.

```lean
/-- The squared level gap is the squared difference of the diagonal energies plus four times
the squared modulus of the coupling. -/
theorem levelGap_sq (hM : M.IsHermitian) :
    levelGap hM ^ 2 = ((M 0 0).re - (M 1 1).re) ^ 2
      + 4 * ((M 0 1).re ^ 2 + (M 0 1).im ^ 2) := by
  obtain ⟨h0, h1, hr, hi⟩ := hermitian_entries hM
  -- the trace is the sum and the determinant the product of the eigenvalues
  have ht : M 0 0 + M 1 1 = (hM.eigenvalues 0 : ℂ) + (hM.eigenvalues 1 : ℂ) := by
    have h := hM.trace_eq_sum_eigenvalues
    rw [Matrix.trace_fin_two, Fin.sum_univ_two] at h
    exact h
  have hd : M 0 0 * M 1 1 - M 0 1 * M 1 0
      = (hM.eigenvalues 0 : ℂ) * (hM.eigenvalues 1 : ℂ) := by
    have h := hM.det_eq_prod_eigenvalues
    rw [Matrix.det_fin_two, Fin.prod_univ_two] at h
    exact h
  have ht' := congrArg Complex.re ht
  have hd' := congrArg Complex.re hd
  simp only [Complex.add_re, Complex.sub_re, Complex.mul_re, Complex.ofReal_re,
    Complex.ofReal_im, h0, h1, hr, hi] at ht' hd'
  unfold levelGap
  rw [sq_abs]
  linear_combination (-((M 0 0).re + (M 1 1).re + hM.eigenvalues 0 + hM.eigenvalues 1)) * ht'
    + 4 * hd'
```

The trace is the sum of the eigenvalues and the determinant is their product, so

$$\begin{aligned}
(\lambda_0-\lambda_1)^2&=(\lambda_0+\lambda_1)^2-4\lambda_0\lambda_1\\
&=(M_{00}+M_{11})^2-4\left(M_{00}M_{11}-|M_{01}|^2\right)\\
&=(M_{00}-M_{11})^2+4|M_{01}|^2.
\end{aligned}$$

In the proof, `ht` is the trace equation and `hd` the determinant equation; the primed versions are their real parts. The last step, `linear_combination`, checks that the claim follows by adding multiples of these equations. The multiplier of `ht'` turns equality of the traces into equality of their squares, and `4 * hd'` replaces the product of the eigenvalues by the determinant.

```lean
/-- The Frobenius norm vanishes exactly for the zero matrix. -/
theorem frobeniusNorm_eq_zero : frobeniusNorm M = 0 ↔ M = 0 := by
  constructor
  · intro h
    have h2 : ∑ i, ∑ j, ‖M i j‖ ^ 2 = 0 := (Real.sqrt_eq_zero (by positivity)).mp h
    ext i j
    have h3 := (Finset.sum_eq_zero_iff_of_nonneg
      (fun i _ => by positivity)).mp h2 i (Finset.mem_univ i)
    have h4 := (Finset.sum_eq_zero_iff_of_nonneg
      (fun j _ => by positivity)).mp h3 j (Finset.mem_univ j)
    simpa using h4
  · rintro rfl
    simp [frobeniusNorm]
```

If a sum of non-negative terms is zero, every term is zero. The proof uses this once for the sum over rows and once for the sum within a row. Applied to $AB-BA$, the theorem says that the norm of the commutator vanishes exactly when $A$ and $B$ commute.

## The commutator in the squared gap

```lean
/-- The squared gap of `A + t B`, times the squared gap of `B`, is a perfect square in `t`
plus twice the squared Frobenius norm of the commutator. -/
theorem gap_identity (hA : A.IsHermitian) (hB : B.IsHermitian) (t : ℝ) :
    levelGap hB ^ 2 * levelGap (pencil_isHermitian hA hB t) ^ 2
      = (levelGap hB ^ 2 * t + overlap A B) ^ 2
        + 2 * frobeniusNorm (A * B - B * A) ^ 2 := by
  obtain ⟨a0, a1, ar, ai⟩ := hermitian_entries hA
  obtain ⟨b0, b1, br, bi⟩ := hermitian_entries hB
  have hF : frobeniusNorm (A * B - B * A) ^ 2
      = ∑ i, ∑ j, ‖(A * B - B * A) i j‖ ^ 2 := Real.sq_sqrt (by positivity)
  rw [hF, levelGap_sq hB, levelGap_sq (pencil_isHermitian hA hB t)]
  -- everything is now a polynomial in the real and imaginary parts of the entries
  simp only [pencil, overlap, Matrix.trace_fin_two, Fin.sum_univ_two, Complex.sq_norm,
    Complex.normSq_apply, Matrix.add_apply, Matrix.sub_apply, Matrix.smul_apply, smul_eq_mul,
    Matrix.mul_apply, Complex.add_re, Complex.add_im, Complex.sub_re, Complex.sub_im,
    Complex.mul_re, Complex.mul_im, Complex.ofReal_re, Complex.ofReal_im,
    a0, a1, ar, ai, b0, b1, br, bi]
  ring
```

In ordinary notation the identity reads

$$G^2g(t)^2=(G^2t+s)^2+2\|AB-BA\|_F^2 .$$

A short derivation uses the Pauli matrices $\boldsymbol\sigma=(\sigma_x,\sigma_y,\sigma_z)$. Write

$$A=\tfrac12(\mathrm{tr}A)\,I+\tfrac12\,\mathbf a\cdot\boldsymbol\sigma,\qquad
B=\tfrac12(\mathrm{tr}B)\,I+\tfrac12\,\mathbf b\cdot\boldsymbol\sigma,$$

where $I$ is the identity matrix and $\mathbf a=(2\,\mathrm{Re}A_{01},\,-2\,\mathrm{Im}A_{01},\,A_{00}-A_{11})$, with $\mathbf b$ defined likewise from $B$. By `levelGap_sq`, the gap is the length of the corresponding vector. Thus $G=|\mathbf b|$ and $g(t)=|\mathbf a+t\mathbf b|$.

The product rule $(\mathbf a\cdot\boldsymbol\sigma)(\mathbf b\cdot\boldsymbol\sigma)=(\mathbf a\cdot\mathbf b)I+i(\mathbf a\times\mathbf b)\cdot\boldsymbol\sigma$ gives two results. Taking the trace of $AB$,

$$\mathrm{tr}(AB)=\tfrac12\,\mathrm{tr}A\,\mathrm{tr}B+\tfrac12\,\mathbf a\cdot\mathbf b,
\qquad\text{so}\qquad s=\mathbf a\cdot\mathbf b.$$

For the commutator,

$$AB-BA=\tfrac i2(\mathbf a\times\mathbf b)\cdot\boldsymbol\sigma,
\qquad \|AB-BA\|_F^2=\tfrac14\cdot2\,|\mathbf a\times\mathbf b|^2=\tfrac12|\mathbf a\times\mathbf b|^2 .$$

Now expand the squared gap and complete the square:

$$\begin{aligned}
G^2g(t)^2&=|\mathbf b|^2\left(|\mathbf a|^2+2t\,\mathbf a\cdot\mathbf b+t^2|\mathbf b|^2\right)\\
&=(|\mathbf b|^2t+\mathbf a\cdot\mathbf b)^2+|\mathbf a|^2|\mathbf b|^2-(\mathbf a\cdot\mathbf b)^2\\
&=(G^2t+s)^2+|\mathbf a\times\mathbf b|^2 .
\end{aligned}$$

Replacing $|\mathbf a\times\mathbf b|^2$ by $2\|AB-BA\|_F^2$ gives the identity.

The Lean proof works directly with entries instead of vectors. It inserts the gap formula for $B$ and for $A+tB$, and `simp only` expands everything into real and imaginary parts. Both sides are then polynomials in real variables, and `ring` verifies that they agree. There is no division, so this theorem does not need $G>0$.

```lean
/-- If `B` has a level gap `G > 0`, the squared gap of `A + t B` is `G ^ 2 * (t - closestApproach A
hB) ^ 2` plus the square of `√2 ‖AB - BA‖ / G`, with the Frobenius norm. -/
theorem gap_hyperbola (hA : A.IsHermitian) (hB : B.IsHermitian) (hG : 0 < levelGap hB)
    (t : ℝ) :
    levelGap (pencil_isHermitian hA hB t) ^ 2
      = levelGap hB ^ 2 * (t - closestApproach A hB) ^ 2
        + (√2 * frobeniusNorm (A * B - B * A) / levelGap hB) ^ 2 := by
  have hne : levelGap hB ≠ 0 := hG.ne'
  have e1 : levelGap hB ^ 2 * closestApproach A hB = -overlap A B := by
    unfold closestApproach
    exact mul_div_cancel₀ _ (pow_ne_zero 2 hne)
  have e2 : levelGap hB ^ 2 * (√2 * frobeniusNorm (A * B - B * A) / levelGap hB) ^ 2
      = 2 * frobeniusNorm (A * B - B * A) ^ 2 := by
    rw [div_pow, mul_pow, Real.sq_sqrt (by norm_num : (0 : ℝ) ≤ 2)]
    field_simp
  apply mul_left_cancel₀ (pow_ne_zero 2 hne)
  linear_combination gap_identity hA hB t
    + (2 * levelGap hB ^ 2 * t + overlap A B - levelGap hB ^ 2 * closestApproach A hB) * e1
    - e2
```

The new hypothesis `hG` says that $G>0$. Physically, changing $t$ must shift the mean energies of the two eigenstates of $B$ by different amounts, rather than move both levels together. Since $s=-G^2t_0$, the identity becomes

$$G^2g(t)^2=G^4(t-t_0)^2+2\|AB-BA\|_F^2,$$

and division by $G^2$ yields

$$g(t)^2=G^2(t-t_0)^2+g_{\min}^2 .$$

If $g_{\min}>0$, this is the hyperbola of an avoided crossing. If $g_{\min}=0$, it reduces to $g(t)=G|t-t_0|$.

In the code, `e1` is $G^2t_0=-s$ and `e2` is $G^2g_{\min}^2=2\|AB-BA\|_F^2$. Instead of dividing the identity, Lean multiplies the desired equation by $G^2$, which `mul_left_cancel₀` permits because $G\ne0$, and then combines `gap_identity` with `e1` and `e2`.

## Where the minimum lies and when the levels meet

```lean
/-- If `B` has a level gap `G > 0`, the gap of `A + t B` equals `√2 ‖AB - BA‖ / G`, with the
Frobenius norm, exactly when `t` is `closestApproach A hB`. -/
theorem gap_eq_min_iff (hA : A.IsHermitian) (hB : B.IsHermitian) (hG : 0 < levelGap hB)
    (t : ℝ) :
    levelGap (pencil_isHermitian hA hB t)
      = √2 * frobeniusNorm (A * B - B * A) / levelGap hB ↔ t = closestApproach A hB := by
  have h := gap_hyperbola hA hB hG t
  constructor
  · intro he
    rw [he] at h
    have h0 : levelGap hB ^ 2 * (t - closestApproach A hB) ^ 2 = 0 := by linarith
    have h1 := (mul_eq_zero.mp h0).resolve_left (pow_ne_zero 2 hG.ne')
    exact sub_eq_zero.mp (pow_eq_zero_iff two_ne_zero |>.mp h1)
  · intro he
    have hz : t - closestApproach A hB = 0 := sub_eq_zero.mpr he
    rw [hz, zero_pow two_ne_zero, mul_zero, zero_add] at h
    exact (sq_eq_sq₀ (abs_nonneg _)
      (div_nonneg (mul_nonneg (Real.sqrt_nonneg _) (Real.sqrt_nonneg _)) hG.le)).mp h
```

The symbol `↔` means "if and only if", and `constructor` splits the proof into its two directions. If $g(t)=g_{\min}$, `gap_hyperbola` leaves $G^2(t-t_0)^2=0$, and $G\ne0$ forces $t=t_0$. Conversely, setting $t=t_0$ gives $g(t_0)^2=g_{\min}^2$. Both numbers are non-negative, so they are equal; `sq_eq_sq₀` is this last step.

```lean
/-- If `B` has a non-zero level gap, the minimum over real `t` of the level gap of `A + t B` is `√2`
times the Frobenius norm of the commutator of `A` and `B`, divided by the level gap of `B`. -/
theorem isLeast_gap (hA : A.IsHermitian) (hB : B.IsHermitian) (hG : 0 < levelGap hB) :
    IsLeast (Set.range fun t : ℝ => levelGap (pencil_isHermitian hA hB t))
      (√2 * frobeniusNorm (A * B - B * A) / levelGap hB) := by
  refine ⟨⟨closestApproach A hB, (gap_eq_min_iff hA hB hG _).mpr rfl⟩, ?_⟩
  rintro _ ⟨t, rfl⟩
  refine (sq_le_sq₀ (div_nonneg (mul_nonneg (Real.sqrt_nonneg _) (Real.sqrt_nonneg _)) hG.le)
    (abs_nonneg _)).mp ?_
  -- the squared gap is the squared minimum plus a non-negative term
  have h := gap_hyperbola hA hB hG t
  have hp : 0 ≤ levelGap hB ^ 2 * (t - closestApproach A hB) ^ 2 := by positivity
  exact h ▸ le_add_of_nonneg_left hp
```

`Set.range` collects the gaps $g(t)$ for all real $t$. `IsLeast` says that $g_{\min}$ belongs to this set and is no larger than any of its members, so it is an attained minimum and not merely a lower bound. Membership comes from $t=t_0$. The bound follows from

$$g(t)^2=G^2(t-t_0)^2+g_{\min}^2\ge g_{\min}^2,$$

on taking non-negative square roots. Together with `gap_eq_min_iff`, this shows that the minimum is reached at $t_0$ and nowhere else.

The minimum runs over the whole real line. If an experiment or simulation covers only a closed interval that excludes $t_0$, the smallest gap in that interval is larger than $g_{\min}$. Larger matrices, several parameters and nonlinear dependence on $t$ are not covered.

```lean
/-- If `B` has a non-zero level gap, the two levels of `A + t B` cross at some real `t` exactly
when `A` and `B` commute. -/
theorem crossing_iff_commute (hA : A.IsHermitian) (hB : B.IsHermitian)
    (hG : 0 < levelGap hB) :
    (∃ t : ℝ, levelGap (pencil_isHermitian hA hB t) = 0) ↔ A * B = B * A := by
  constructor
  · rintro ⟨t, ht⟩
    have h := gap_identity hA hB t
    rw [ht] at h
    have hF : frobeniusNorm (A * B - B * A) ^ 2 = 0 := by
      nlinarith [sq_nonneg (levelGap hB ^ 2 * t + overlap A B),
        sq_nonneg (frobeniusNorm (A * B - B * A))]
    exact sub_eq_zero.mp (frobeniusNorm_eq_zero.mp (pow_eq_zero_iff two_ne_zero |>.mp hF))
  · intro hc
    refine ⟨closestApproach A hB, ?_⟩
    rw [(gap_eq_min_iff hA hB hG _).mpr rfl,
      frobeniusNorm_eq_zero.mpr (sub_eq_zero.mpr hc), mul_zero, zero_div]

end

end TwoLevelCrossing
```

Here a crossing means that the gap is zero at some real $t$. Suppose $g(t)=0$. Then `gap_identity` reads

$$0=(G^2t+s)^2+2\|AB-BA\|_F^2 .$$

Both terms on the right are non-negative, so the commutator has norm zero and $AB=BA$. The tactic `nlinarith` draws the conclusion about the norm from the non-negativity of the squares it is given.

Conversely, if $AB=BA$, then $g_{\min}=0$, and the gap vanishes at $t_0$. In this two-level linear model, a non-zero commutator therefore rules out a degeneracy at every real $t$.

```lean
#print axioms TwoLevelCrossing.levelGap_sq
-- 'TwoLevelCrossing.levelGap_sq' depends on axioms: [propext, Classical.choice, Quot.sound]
#print axioms TwoLevelCrossing.isLeast_gap
-- 'TwoLevelCrossing.isLeast_gap' depends on axioms: [propext, Classical.choice, Quot.sound]
#print axioms TwoLevelCrossing.crossing_iff_commute
-- 'TwoLevelCrossing.crossing_iff_commute' depends on axioms: [propext, Classical.choice, Quot.sound]
```

## A commuting pair whose levels never meet

The condition $G>0$ matters for the direction from commutation to crossing. Take

$$A=\begin{pmatrix}1&0\\0&0\end{pmatrix},\qquad B=\begin{pmatrix}1&0\\0&1\end{pmatrix}.$$

These matrices commute, but $B$ has gap $G=0$. The eigenvalues of $A+tB$ are $1+t$ and $t$, so the gap is 1 for every $t$ and the levels never meet. The minimum exists and equals 1, but the formula for $g_{\min}$ would read $0/0$. Lean assigns this quotient the value 0, so without `hG` the statement of `isLeast_gap` would be false for this pair.
